# Closed form of the reciprocal sum for a one-dimensional screened chain

## The error of a truncated sum

Take the one-dimensional screened Poisson equation with a periodic chain of positive unit sources. When the potential at a source is computed as a sum over reciprocal lattice vectors, every finite cutoff gives too small a value, and the error shrinks slowly. Let the sources be a distance $a$ apart, and let $\kappa$ be the inverse screening length. The sum is

$$\frac1a\sum_{m\in\mathbb Z}\frac{1}{(2\pi m/a)^2+\kappa^2}.$$

All terms are positive and fall off as $1/m^2$. Keeping only $|m|\le M$ leaves out about $a/(2\pi^2M)$ for large $M$, so one more decimal digit takes about ten times as many terms. A closed form removes this error.

## The chain and its Green function

The potential $G$ of unit sources at the points $na$, with $n$ an integer, obeys

$$-G''(x)+\kappa^2G(x)=\sum_{n}\delta(x-na).$$

The constant $\kappa$ stands for the linear response of mobile charges, as in Debye–Hückel theory. Because the equation is one-dimensional, the sources correspond to parallel charged planes in three-dimensional space, not to point charges on a line.

Inside the cell $0<x<a$ there is no source, so $G''=\kappa^2G$. Periodicity gives $G(0)=G(a)$. Integrating the equation across a source shows that the slope drops by one there, so it must rise by one across the cell. For $0\le x\le a$, with the slopes at the ends taken from inside the cell, these conditions are met by

$$G(x)=\frac{\cosh(\kappa(x-a/2))}{2\kappa\sinh(\kappa a/2)},\qquad S(x)=G'(x)=\frac{\sinh(\kappa(x-a/2))}{2\sinh(\kappa a/2)}.$$

## What is proved

For real $\kappa,a>0$, the family $1/((2\pi m/a)^2+\kappa^2)$ is summable over all integers $m$, and

$$\frac1a\sum_{m\in\mathbb Z}\frac{1}{(2\pi m/a)^2+\kappa^2}=\frac{\cosh(\kappa a/2)}{2\kappa\sinh(\kappa a/2)}.$$

This is `onsite_reciprocal_sum`. "On-site" means the potential at a source, including that source's own contribution. `Summable` says that the sum converges independently of the order of its terms, and `∑'` denotes its value.

In the Lean file, `waveNumber a m` is $g_m=2\pi m/a$, while `chainGreen` and `chainSlope` are $G$ and $S$. The plane-wave overlap carries no prefactor; the factor $1/a$ stands in the expansion. The more general `chainGreen_hasSum` gives the cosine series of $G$ at every point $0\le x<a$.

The delta function does not appear in Lean. The theorem `chainGreen_screened_poisson` establishes the cell equation, the equal end values and the rise in slope; reading that rise as a unit point source is the physical step made in words above.

For a single harmonic oscillator of unit mass with $\hbar=1$, frequency $\kappa$ and inverse temperature $a$, the same expression is the thermal mean square displacement. In simulation practice it can serve as a reference value for a reciprocal-space sum in this one-dimensional, linearly screened setting.

## Derivation

**The cell conditions.** Differentiating $S$ gives $S'=\kappa^2G$. Since $\cosh$ is even, $G(a)=G(0)$. Since $\sinh$ is odd, $S(a)-S(0)=\tfrac12+\tfrac12=1$.

**The plane-wave overlap.** Write $g$ for $g_m$ and set

$$F(x)=\frac{e^{-igx}\,(S(x)+igG(x))}{g^2+\kappa^2}.$$

Then

$$F'(x)=\frac{e^{-igx}\,(-igS+g^2G+\kappa^2G+igS)}{g^2+\kappa^2}=e^{-igx}G(x).$$

Because $e^{-iga}=e^{-2\pi im}=1$,

$$\int_0^a e^{-igx}G(x)\,dx=\frac{S(a)-S(0)+ig\,(G(a)-G(0))}{g^2+\kappa^2}=\frac1{g^2+\kappa^2}.$$

**Summability.** For $m\ne0$,

$$0<\frac1{g_m^2+\kappa^2}\le\frac1{g_m^2}=\Big(\frac a{2\pi}\Big)^2\frac1{m^2},$$

and the term $m=0$ is $1/\kappa^2$.

**The expansion.** The function $G$ is continuous with equal end values, so it defines a continuous function on a circle of length $a$. Its Fourier coefficients $1/(a(g_m^2+\kappa^2))$ are summable, so its Fourier series converges to it at every point. Taking real parts gives

$$G(x)=\frac1a\sum_{m\in\mathbb Z}\frac{\cos(g_mx)}{g_m^2+\kappa^2},\qquad 0\le x<a.$$

At $x=0$ every cosine is one, and $G(0)=\cosh(\kappa a/2)/(2\kappa\sinh(\kappa a/2))$.

## The unscreened chain as a counter-example

Take $a=1$ and $\kappa=0$. The term $m=0$ is then $1/0$. Physically, a slope that is constant in the cell cannot rise by one across it, so the periodic problem with a net source has no solution. Lean sets $1/0=0$, which makes the left side $1/12$ and the right side $0$, so the identity fails there too. The example shows that $\kappa\ne0$ is needed; it says nothing against negative $\kappa$, and both sides are in fact even in $\kappa$.

## The Lean file

```lean
import Mathlib

open Complex (I)
open scoped Real


namespace ScreenedChainReciprocal

noncomputable section

/-- The reciprocal lattice vector `2 π m / a` of a chain with period `a ≠ 0`. -/
def waveNumber (a : ℝ) (m : ℤ) : ℝ := 2 * π * m / a

/-- The closed form of the screened Green function of a chain with period `a`, at the point `x` of
the cell from `0` to `a`; its domain is `κ ≠ 0`, `a > 0`. -/
def chainGreen (κ a x : ℝ) : ℝ :=
  Real.cosh (κ * (x - a / 2)) / (2 * κ * Real.sinh (κ * a / 2))

/-- The closed form of the slope of the chain Green function inside the cell, for `κ ≠ 0` and
`a > 0`. -/
def chainSlope (κ a x : ℝ) : ℝ :=
  Real.sinh (κ * (x - a / 2)) / (2 * Real.sinh (κ * a / 2))

/-- For `κ, a > 0` the function `chainGreen` has slope `chainSlope` and solves `G'' = κ² G`;
it takes equal values at the two ends of the cell, and its slope rises by one across the cell. -/
theorem chainGreen_screened_poisson {κ a : ℝ} (hκ : 0 < κ) (ha : 0 < a) :
    (∀ x, HasDerivAt (chainGreen κ a) (chainSlope κ a x) x) ∧
    (∀ x, HasDerivAt (chainSlope κ a) (κ ^ 2 * chainGreen κ a x) x) ∧
    chainGreen κ a a = chainGreen κ a 0 ∧ chainSlope κ a a - chainSlope κ a 0 = 1 := by
  have hs : Real.sinh (κ * a / 2) ≠ 0 := (Real.sinh_pos_iff.2 (by positivity)).ne'
  have hlin : ∀ x : ℝ, HasDerivAt (fun y : ℝ => κ * (y - a / 2)) κ x := fun x => by
    simpa using ((hasDerivAt_id x).sub_const (a / 2)).const_mul κ
  have e1 : κ * (a - a / 2) = κ * a / 2 := by ring
  have e0 : κ * (0 - a / 2) = -(κ * a / 2) := by ring
  refine ⟨fun x => ?_, fun x => ?_, ?_, ?_⟩
  · refine ((hlin x).cosh.div_const (2 * κ * Real.sinh (κ * a / 2))).congr_deriv ?_
    unfold chainSlope
    field_simp
  · refine ((hlin x).sinh.div_const (2 * Real.sinh (κ * a / 2))).congr_deriv ?_
    unfold chainGreen
    field_simp
  · unfold chainGreen
    rw [e1, e0, Real.cosh_neg]
  · unfold chainSlope
    rw [e1, e0, Real.sinh_neg, ← sub_div, div_eq_one_iff_eq (mul_ne_zero two_ne_zero hs)]
    ring

/-- For `κ, a > 0` the overlap of the chain Green function with the plane wave of a reciprocal
lattice vector `g`, taken over one cell, is `1 / (g² + κ²)`. -/
theorem chainGreen_planeWave {κ a : ℝ} (hκ : 0 < κ) (ha : 0 < a) (m : ℤ) :
    ∫ x in (0 : ℝ)..a, Complex.exp (-(I * waveNumber a m * x)) * (chainGreen κ a x : ℂ) =
      ((1 / (waveNumber a m ^ 2 + κ ^ 2) : ℝ) : ℂ) := by
  obtain ⟨hG, hS, hper, hjump⟩ := chainGreen_screened_poisson hκ ha
  obtain ⟨g, hg⟩ : ∃ g, g = waveNumber a m := ⟨_, rfl⟩
  have hga : g * a = 2 * π * m := by
    rw [hg]
    exact div_mul_cancel₀ _ ha.ne'
  rw [← hg]
  have hgc : (g : ℂ) * a = 2 * π * m := by exact_mod_cast hga
  have hDr : g ^ 2 + κ ^ 2 ≠ 0 := by positivity
  have hD : (g : ℂ) ^ 2 + (κ : ℂ) ^ 2 ≠ 0 := by exact_mod_cast hDr
  -- the plane wave returns to one after a full period
  have hexp : Complex.exp (-(I * g * a)) = 1 := by
    have harg : -(I * g * a) = ((-m : ℤ) : ℂ) * (2 * π * I) := by
      push_cast
      linear_combination (-I) * hgc
    rw [harg, Complex.exp_int_mul_two_pi_mul_I]
  -- an antiderivative built from the Green function and its slope
  have hF : ∀ x : ℝ, HasDerivAt (fun y : ℝ => Complex.exp (-(I * g * y)) *
      ((chainSlope κ a y : ℂ) + I * g * (chainGreen κ a y : ℂ)) / ((g : ℂ) ^ 2 + (κ : ℂ) ^ 2))
      (Complex.exp (-(I * g * x)) * (chainGreen κ a x : ℂ)) x := by
    intro x
    have h0 : HasDerivAt (fun y : ℝ => -(I * g * (y : ℂ))) (-(I * g)) x := by
      simpa using ((hasDerivAt_id x).ofReal_comp.const_mul (I * (g : ℂ))).fun_neg
    have h1 := (hS x).ofReal_comp.fun_add ((hG x).ofReal_comp.const_mul (I * (g : ℂ)))
    refine ((h0.cexp.fun_mul h1).div_const ((g : ℂ) ^ 2 + (κ : ℂ) ^ 2)).congr_deriv ?_
    rw [div_eq_iff hD]
    push_cast
    linear_combination (-(Complex.exp (-(I * g * x)) * (g : ℂ) ^ 2 *
      (chainGreen κ a x : ℂ))) * Complex.I_sq
  have hcont : Continuous (chainGreen κ a) :=
    continuous_iff_continuousAt.2 fun x => (hG x).continuousAt
  have hint : Continuous (fun x : ℝ => Complex.exp (-(I * g * x)) * (chainGreen κ a x : ℂ)) :=
    Continuous.mul (by fun_prop) (Complex.continuous_ofReal.comp hcont)
  rw [intervalIntegral.integral_eq_sub_of_hasDerivAt (fun x _ => hF x)
    (hint.intervalIntegrable 0 a)]
  have hj : chainSlope κ a a = chainSlope κ a 0 + 1 := sub_eq_iff_eq_add'.1 hjump
  rw [hexp, hper, hj, Complex.ofReal_zero, mul_zero, neg_zero, Complex.exp_zero]
  push_cast
  ring

/-- For `κ, a > 0` the weights `1 / (g² + κ²)` are summable over all reciprocal lattice
vectors `g` of the chain. -/
theorem summable_weights {κ a : ℝ} (hκ : 0 < κ) (ha : 0 < a) :
    Summable (fun m : ℤ => 1 / (waveNumber a m ^ 2 + κ ^ 2)) := by
  have h2 : Summable (fun m : ℤ => 1 / (m : ℝ) ^ 2) :=
    Real.summable_one_div_int_pow.2 (by norm_num)
  have h0 := (hasSum_ite_eq (0 : ℤ) (1 / κ ^ 2)).summable
  -- compare with `1 / m²`, the term `m = 0` being kept apart
  refine Summable.of_nonneg_of_le (fun m => by positivity) (fun m => ?_)
    ((h2.mul_left ((a / (2 * π)) ^ 2)).add h0)
  rcases eq_or_ne m 0 with rfl | hm
  · simp [waveNumber]
  · have hm' : (m : ℝ) ≠ 0 := by exact_mod_cast hm
    have hg : 0 < waveNumber a m ^ 2 := by
      unfold waveNumber
      positivity
    have e : (a / (2 * π)) ^ 2 * (1 / (m : ℝ) ^ 2) = 1 / waveNumber a m ^ 2 := by
      unfold waveNumber
      field_simp
    rw [if_neg hm, add_zero, e]
    exact one_div_le_one_div_of_le hg (le_add_of_nonneg_right (sq_nonneg κ))

/-- A continuous function with equal values at the ends of a cell of length `a > 0`, whose
plane-wave overlaps `c m` are summable, is the sum of its plane waves at each `0 ≤ x < a`. -/
theorem cell_planeWave_expansion {a x : ℝ} (ha : 0 < a) (hx : x ∈ Set.Ico 0 a) {g : ℝ → ℂ}
    (hg : Continuous g) (hper : g 0 = g a) {c : ℤ → ℂ}
    (hc : ∀ m : ℤ, ∫ y in (0 : ℝ)..a, Complex.exp (-(I * waveNumber a m * y)) * g y = c m)
    (hs : Summable c) :
    HasSum (fun m : ℤ => ((1 / a : ℝ) : ℂ) * c m *
      Complex.exp (((waveNumber a m * x : ℝ) : ℂ) * I)) (g x) := by
  have : Fact (0 < a) := ⟨ha⟩
  -- the function, carried over to the circle of length `a`
  obtain ⟨f, hf⟩ : ∃ f : C(AddCircle a, ℂ), ⇑f = AddCircle.liftIco a 0 g :=
    ⟨⟨AddCircle.liftIco a 0 g, AddCircle.liftIco_zero_continuous hper hg.continuousOn⟩, rfl⟩
  have hcoef : ∀ m : ℤ, fourierCoeff f m = ((1 / a : ℝ) : ℂ) * c m := by
    intro m
    have e : ∀ y : ℝ, 2 * π * I * ((-m : ℤ) : ℂ) * y / a = -(I * waveNumber a m * y) := by
      intro y
      unfold waveNumber
      push_cast
      ring
    rw [hf, fourierCoeff_liftIco_eq, fourierCoeffOn_eq_integral]
    simp only [fourier_coe_apply]
    simp only [zero_add, sub_zero, smul_eq_mul, e, Complex.real_smul]
    rw [hc]
  have hfx : f (x : AddCircle a) = g x := by
    rw [hf]
    exact AddCircle.liftIco_zero_coe_apply hx
  have hsum := has_pointwise_sum_fourier_series_of_summable
    ((summable_congr hcoef).2 (hs.mul_left _)) (x : AddCircle a)
  rw [hfx] at hsum
  have ht : ∀ m : ℤ, fourierCoeff f m • fourier m (x : AddCircle a) =
      ((1 / a : ℝ) : ℂ) * c m * Complex.exp (((waveNumber a m * x : ℝ) : ℂ) * I) := by
    intro m
    have harg : 2 * π * I * m * x / a = ((waveNumber a m * x : ℝ) : ℂ) * I := by
      unfold waveNumber
      push_cast
      ring
    rw [hcoef, fourier_coe_apply, smul_eq_mul, harg]
  exact hsum.congr_fun fun m => (ht m).symm

/-- For `κ, a > 0` and any point `0 ≤ x < a` of the cell, the sum over reciprocal lattice
vectors `g` of `cos (g x) / (g² + κ²)`, divided by `a`, converges to the chain Green function
at `x`. -/
theorem chainGreen_hasSum {κ a x : ℝ} (hκ : 0 < κ) (ha : 0 < a) (hx : x ∈ Set.Ico 0 a) :
    HasSum (fun m : ℤ => 1 / a * (Real.cos (waveNumber a m * x) / (waveNumber a m ^ 2 + κ ^ 2)))
      (chainGreen κ a x) := by
  obtain ⟨hG, -, hp, -⟩ := chainGreen_screened_poisson hκ ha
  have hcont : Continuous (chainGreen κ a) :=
    continuous_iff_continuousAt.2 fun y => (hG y).continuousAt
  have hs : Summable (fun m : ℤ => ((1 / (waveNumber a m ^ 2 + κ ^ 2) : ℝ) : ℂ)) := by
    have h := Complex.ofRealCLM.summable (summable_weights hκ ha)
    simpa only [Complex.ofRealCLM_apply] using h
  have h := cell_planeWave_expansion ha hx (g := fun y => (chainGreen κ a y : ℂ))
    (Complex.continuous_ofReal.comp hcont) (by simp only [hp]) (chainGreen_planeWave hκ ha) hs
  -- the real part turns plane waves into cosines
  have hre := Complex.reCLM.hasSum h
  simp only [Complex.reCLM_apply, Complex.ofReal_re] at hre
  have ht : ∀ m : ℤ, (((1 / a : ℝ) : ℂ) * ((1 / (waveNumber a m ^ 2 + κ ^ 2) : ℝ) : ℂ) *
      Complex.exp (((waveNumber a m * x : ℝ) : ℂ) * I)).re =
      1 / a * (Real.cos (waveNumber a m * x) / (waveNumber a m ^ 2 + κ ^ 2)) := by
    intro m
    rw [← Complex.ofReal_mul, Complex.re_ofReal_mul, Complex.exp_ofReal_mul_I_re]
    ring
  exact hre.congr_fun fun m => (ht m).symm

/-- Reciprocal form of the on-site screened chain Green function: for `κ, a > 0` the family
`1 / ((2 π m / a)² + κ²)` is summable over the integers, and its sum divided by `a` is
`cosh (κ a / 2) / (2 κ sinh (κ a / 2))`. -/
theorem onsite_reciprocal_sum {κ a : ℝ} (hκ : 0 < κ) (ha : 0 < a) :
    Summable (fun m : ℤ => 1 / ((2 * π * m / a) ^ 2 + κ ^ 2)) ∧
    1 / a * ∑' m : ℤ, 1 / ((2 * π * m / a) ^ 2 + κ ^ 2) =
      Real.cosh (κ * a / 2) / (2 * κ * Real.sinh (κ * a / 2)) := by
  refine ⟨summable_weights hκ ha, ?_⟩
  have h := chainGreen_hasSum hκ ha (x := 0) ⟨le_rfl, ha⟩
  simp only [mul_zero, Real.cos_zero, waveNumber] at h
  rw [← tsum_mul_left, h.tsum_eq, chainGreen,
    show κ * (0 - a / 2) = -(κ * a / 2) by ring, Real.cosh_neg]

end

end ScreenedChainReciprocal
```

```lean
#print axioms ScreenedChainReciprocal.onsite_reciprocal_sum
```

```
'ScreenedChainReciprocal.onsite_reciprocal_sum' depends on axioms: [propext, Classical.choice, Quot.sound]
```

## From the cell conditions to the sum in Lean

`chainGreen_screened_poisson` differentiates the two closed forms and evaluates them at the cell ends. `chainGreen_planeWave` uses these facts in place of the explicit hyperbolic functions. Its step `hF` is the derivative of $F$, where `Complex.I_sq` supplies $i^2=-1$; `hexp` is $e^{-iga}=1$. The fundamental theorem of calculus then gives the overlap.

`summable_weights` makes the comparison with $1/m^2$ and adds a family that is nonzero only at $m=0$ to bound the remaining term.

`cell_planeWave_expansion` holds for any continuous function with equal end values and summable overlaps. In its statement the letter `g` is that function, not a wave number. `AddCircle.liftIco` carries it to the circle, `hcoef` identifies the Fourier coefficients as the overlaps divided by $a$, and Mathlib's theorem on summable Fourier coefficients gives pointwise convergence.

`chainGreen_hasSum` applies this to $G$ and takes the real part through `Complex.reCLM`. Finally, `onsite_reciprocal_sum` sets $x=0$, takes the factor $1/a$ inside the sum and uses the evenness of $\cosh$.
